# Gain of a localisation functional under a two-orbital Jacobi rotation

When the localisation functional is built from one-electron operators, each step of a Jacobi sweep picks a pair p, q, reads the elements pp, pq and qq of these operators, computes a mixing angle from them and rotates the pair. For real orbitals and a functional that is a sum of squared diagonal elements of symmetric operator matrices, such as the Boys form with the operators x, y, z or the Pipek–Mezey form with squared atomic populations, this step has a closed formula for the change of the functional and for an angle that makes this change largest. The result concerns one rotation; the convergence of repeated sweeps, which belongs to the Jacobi method as a whole, is not part of it.

## Setting

The finite type `ι` labels the operators, with index k. All numbers are real.

```lean
import Mathlib

open Matrix

namespace JacobiLocalisation

noncomputable section

variable {ι : Type*} [Fintype ι]
```

The new orbitals are

φ₁' = cos θ φ₁ + sin θ φ₂,  φ₂' = −sin θ φ₁ + cos θ φ₂.

These coefficients are the rows of U = `rot θ`, which fixes the sign of θ. Operator k has the block `symBlock` with a = ⟨φ₁|O|φ₁⟩, b = ⟨φ₁|O|φ₂⟩ = ⟨φ₂|O|φ₁⟩, d = ⟨φ₂|O|φ₂⟩, and `mixed` is the transformed block U M Uᵀ.

```lean
/-- The mixing matrix; its rows (cos, sin) and (-sin, cos) are the new orbitals
in terms of the old pair. -/
def rot (θ : ℝ) : Matrix (Fin 2) (Fin 2) ℝ :=
  !![Real.cos θ, Real.sin θ; -Real.sin θ, Real.cos θ]

/-- The symmetric matrix of an operator in an orbital pair, with diagonal elements a, d
and off-diagonal element b. -/
def symBlock (a b d : ℝ) : Matrix (Fin 2) (Fin 2) ℝ := !![a, b; b, d]

/-- The matrix of an operator in the orbital pair mixed by the angle θ. -/
def mixed (θ : ℝ) (M : Matrix (Fin 2) (Fin 2) ℝ) : Matrix (Fin 2) (Fin 2) ℝ :=
  rot θ * M * (rot θ)ᵀ
```

The functional `diagSq` is Σₖ Σᵢ (Mₖ)ᵢᵢ², and `gain` is its value after mixing minus its value before, so a positive gain is an improvement when the functional is maximised.

```lean
/-- The localisation functional: the sum of squared diagonal elements over all operators
and all orbitals. -/
def diagSq {n : Type*} [Fintype n] (M : ι → Matrix n n ℝ) : ℝ := ∑ k, ∑ i, M k i i ^ 2

/-- The change of the localisation functional when the pair is mixed by the angle θ. -/
def gain (a b d : ι → ℝ) (θ : ℝ) : ℝ :=
  diagSq (fun k => mixed θ (symBlock (a k) (b k) (d k))) -
    diagSq (fun k => symBlock (a k) (b k) (d k))
```

The coefficients are

A = Σₖ [bₖ² − (aₖ − dₖ)²/4],  B = Σₖ (aₖ − dₖ) bₖ,

and R stands for √(A² + B²). The angle `optAngle` is a quarter of the polar angle of the point (−A, B), with `Complex.arg` taking values in (−π, π].

```lean
/-- The coefficient A, the sum over operators of b² - (a - d)²/4. -/
def coefA (a b d : ι → ℝ) : ℝ := ∑ k, (b k ^ 2 - (a k - d k) ^ 2 / 4)

/-- The coefficient B, the sum over operators of (a - d) b. -/
def coefB (a b d : ι → ℝ) : ℝ := ∑ k, (a k - d k) * b k

/-- The angle equal to a quarter of the polar angle of the point (-A, B). -/
def optAngle (A B : ℝ) : ℝ := Complex.arg ⟨-A, B⟩ / 4
```

For many orbitals, `n` labels the orbitals, `m` a finite basis, and `c i` is the coefficient vector of orbital i. `moMatrix` has elements cᵢᵀ O cⱼ, and `mixPair` applies the mixing above to p and q only. No overlap matrix appears, so orthonormality of the orbitals is neither assumed nor used.

```lean
/-- The matrix of an operator between orbitals given by coefficient vectors in a
finite basis. -/
def moMatrix {n m : Type*} [Fintype m] (O : Matrix m m ℝ) (c : n → m → ℝ) : Matrix n n ℝ :=
  Matrix.of fun i j => c i ⬝ᵥ O *ᵥ c j

/-- A Jacobi step: orbitals p and q are mixed by the angle θ and all others are kept. -/
def mixPair {n m : Type*} [DecidableEq n] (p q : n) (θ : ℝ) (c : n → m → ℝ) (i : n) :
    m → ℝ :=
  if i = p then Real.cos θ • c p + Real.sin θ • c q
  else if i = q then (-Real.sin θ) • c p + Real.cos θ • c q
  else c i

/-- Two orbitals equal to the two basis functions. -/
def unitOrbitals : Fin 2 → Fin 2 → ℝ := ![![1, 0], ![0, 1]]
```

## (a) Diagonal elements after mixing

Task: express the two diagonal elements of U M Uᵀ through the angle 2θ.

Solution: multiplying out gives

M'₁₁ = a cos²θ + 2b sin θ cos θ + d sin²θ,

M'₂₂ = a sin²θ − 2b sin θ cos θ + d cos²θ.

With cos²θ = (1 + cos 2θ)/2, sin²θ = (1 − cos 2θ)/2 and 2 sin θ cos θ = sin 2θ these become

M'₁₁ = (a + d)/2 + x,  M'₂₂ = (a + d)/2 − x,  x = (a − d)/2 · cos 2θ + b sin 2θ.

Lean counts the indices as 0 and 1. The `simp only` call expands the product and the double angles, and what remains is d or a times sin²θ + cos²θ = 1, closed by `linear_combination`.

```lean
/-- The diagonal elements in the mixed pair are the mean (a + d)/2 plus or minus
(a - d)/2 cos 2θ + b sin 2θ. -/
theorem mixed_diag (θ a b d : ℝ) :
    mixed θ (symBlock a b d) 0 0 =
        (a + d) / 2 + ((a - d) / 2 * Real.cos (2 * θ) + b * Real.sin (2 * θ)) ∧
      mixed θ (symBlock a b d) 1 1 =
        (a + d) / 2 - ((a - d) / 2 * Real.cos (2 * θ) + b * Real.sin (2 * θ)) := by
  have h := Real.sin_sq_add_cos_sq θ
  have r00 : rot θ 0 0 = Real.cos θ := by simp [rot]
  have r01 : rot θ 0 1 = Real.sin θ := by simp [rot]
  have r10 : rot θ 1 0 = -Real.sin θ := by simp [rot]
  have r11 : rot θ 1 1 = Real.cos θ := by simp [rot]
  have s00 : symBlock a b d 0 0 = a := by simp [symBlock]
  have s01 : symBlock a b d 0 1 = b := by simp [symBlock]
  have s10 : symBlock a b d 1 0 = b := by simp [symBlock]
  have s11 : symBlock a b d 1 1 = d := by simp [symBlock]
  simp only [mixed, Matrix.mul_apply, Fin.sum_univ_two, Matrix.transpose_apply,
    r00, r01, r10, r11, s00, s01, s10, s11, Real.cos_two_mul, Real.sin_two_mul]
  constructor
  · linear_combination d * h
  · linear_combination a * h
```

## (b) The change for one operator

Task: find the change of M₁₁² + M₂₂².

Solution: put μ = (a + d)/2 and δ = (a − d)/2. Then a² + d² = 2μ² + 2δ² and (μ + x)² + (μ − x)² = 2μ² + 2x², so the change is

2x² − 2δ² = 2δ²(cos²2θ − 1) + 4δb sin 2θ cos 2θ + 2b² sin²2θ

= 2(b² − δ²) sin²2θ + 2δb sin 4θ

= (b² − (a − d)²/4)(1 − cos 4θ) + (a − d) b sin 4θ.

The proof inserts (a), rewrites cos 4θ and sin 4θ in terms of 2θ by `hc` and `hs`, and closes with 2b² times the Pythagorean identity at 2θ.

```lean
/-- For one operator the sum of the two squared diagonal elements changes by
(b² - (a - d)²/4)(1 - cos 4θ) + (a - d) b sin 4θ. -/
theorem gain_single (θ a b d : ℝ) :
    mixed θ (symBlock a b d) 0 0 ^ 2 + mixed θ (symBlock a b d) 1 1 ^ 2 - (a ^ 2 + d ^ 2) =
      (b ^ 2 - (a - d) ^ 2 / 4) * (1 - Real.cos (4 * θ)) + (a - d) * b * Real.sin (4 * θ) := by
  have h := Real.sin_sq_add_cos_sq (2 * θ)
  -- double-angle formulas from 2θ to 4θ
  have hc := Real.cos_two_mul (2 * θ)
  have hs := Real.sin_two_mul (2 * θ)
  rw [show 2 * (2 * θ) = 4 * θ by ring] at hc hs
  rw [(mixed_diag θ a b d).1, (mixed_diag θ a b d).2, hc, hs]
  linear_combination (2 * b ^ 2) * h
```

## (c) The gain formula

Task: show that for any finite family of operators and any θ

gain(θ) = A(1 − cos 4θ) + B sin 4θ.

Solution: the factors 1 − cos 4θ and sin 4θ do not depend on k, so summing (b) over k collects their coefficients into A and B. In Lean both sides are merged into single sums, `Finset.sum_congr` compares them term by term, and each term is `gain_single`.

```lean
/-- Mixing the pair by θ changes the localisation functional by
A (1 - cos 4θ) + B sin 4θ. -/
theorem gain_formula (a b d : ι → ℝ) (θ : ℝ) :
    gain a b d θ = coefA a b d * (1 - Real.cos (4 * θ)) + coefB a b d * Real.sin (4 * θ) := by
  simp only [gain, diagSq, coefA, coefB, Fin.sum_univ_two]
  rw [← Finset.sum_sub_distrib, Finset.sum_mul, Finset.sum_mul, ← Finset.sum_add_distrib]
  refine Finset.sum_congr rfl fun k _ => ?_
  have s00 : symBlock (a k) (b k) (d k) 0 0 = a k := by simp [symBlock]
  have s11 : symBlock (a k) (b k) (d k) 1 1 = d k := by simp [symBlock]
  rw [s00, s11]
  linear_combination gain_single θ (a k) (b k) (d k)
```

## (d) Upper bound

Task: show gain(θ) ≤ A + R for every θ.

Solution: write gain = A + u, where

u = −A cos 4θ + B sin 4θ,  v = A sin 4θ + B cos 4θ.

The cross terms cancel in u² + v², leaving A² + B². Hence u² ≤ A² + B² and u ≤ |u| ≤ R. In the proof `e` is this decomposition, `hsq` drops v², and `Real.abs_le_sqrt` takes the root.

```lean
/-- No mixing angle gains more than A + √(A² + B²). -/
theorem gain_le (a b d : ι → ℝ) (θ : ℝ) :
    gain a b d θ ≤ coefA a b d + Real.sqrt (coefA a b d ^ 2 + coefB a b d ^ 2) := by
  rw [gain_formula]
  generalize coefA a b d = A
  generalize coefB a b d = B
  have h := Real.sin_sq_add_cos_sq (4 * θ)
  -- the vector (-A, B) split along and across the direction 4θ
  have e : A ^ 2 + B ^ 2 = (-A * Real.cos (4 * θ) + B * Real.sin (4 * θ)) ^ 2 +
      (A * Real.sin (4 * θ) + B * Real.cos (4 * θ)) ^ 2 := by
    linear_combination (-(A ^ 2 + B ^ 2)) * h
  have hsq : (-A * Real.cos (4 * θ) + B * Real.sin (4 * θ)) ^ 2 ≤ A ^ 2 + B ^ 2 := by
    linarith [sq_nonneg (A * Real.sin (4 * θ) + B * Real.cos (4 * θ))]
  have hle := le_trans (le_abs_self _) (Real.abs_le_sqrt hsq)
  linarith
```

## (e) The case of equality

Task: show that gain(θ) = A + R holds exactly when R cos 4θ = −A and R sin 4θ = B.

Solution: expanding and using R² = A² + B²,

(R cos 4θ + A)² + (R sin 4θ − B)² = 2R² − 2Ru = 2R(A + R − gain).

If the gain equals A + R, the left side vanishes and so does each square. Conversely, multiplying the two conditions by cos 4θ and sin 4θ and adding gives R = u. The forward direction is `h0` followed by `h1` to `h4`, and the converse is the last `linear_combination`. The conditions are stated without dividing by R, so they include A = B = 0, where every angle satisfies them.

```lean
/-- The gain equals A + R with R = √(A² + B²) exactly when R cos 4θ = -A and
R sin 4θ = B. -/
theorem gain_eq_max_iff (a b d : ι → ℝ) (θ : ℝ) :
    gain a b d θ = coefA a b d + Real.sqrt (coefA a b d ^ 2 + coefB a b d ^ 2) ↔
      Real.sqrt (coefA a b d ^ 2 + coefB a b d ^ 2) * Real.cos (4 * θ) = -coefA a b d ∧
      Real.sqrt (coefA a b d ^ 2 + coefB a b d ^ 2) * Real.sin (4 * θ) = coefB a b d := by
  rw [gain_formula]
  generalize coefA a b d = A
  generalize coefB a b d = B
  have hsc := Real.sin_sq_add_cos_sq (4 * θ)
  have hR : Real.sqrt (A ^ 2 + B ^ 2) ^ 2 = A ^ 2 + B ^ 2 := Real.sq_sqrt (by positivity)
  generalize Real.sqrt (A ^ 2 + B ^ 2) = R at hR ⊢
  constructor
  · intro h
    -- the distance from R (cos 4θ, sin 4θ) to (-A, B) vanishes
    have h0 : (R * Real.cos (4 * θ) + A) ^ 2 + (R * Real.sin (4 * θ) - B) ^ 2 = 0 := by
      linear_combination R ^ 2 * hsc - 2 * R * h - hR
    have p1 := sq_nonneg (R * Real.cos (4 * θ) + A)
    have p2 := sq_nonneg (R * Real.sin (4 * θ) - B)
    have h1 : (R * Real.cos (4 * θ) + A) ^ 2 = 0 := by linarith
    have h2 : (R * Real.sin (4 * θ) - B) ^ 2 = 0 := by linarith
    have h3 := (pow_eq_zero_iff two_ne_zero).mp h1
    have h4 := (pow_eq_zero_iff two_ne_zero).mp h2
    constructor <;> linarith
  · rintro ⟨h1, h2⟩
    linear_combination (-Real.cos (4 * θ)) * h1 - Real.sin (4 * θ) * h2 + R * hsc
```

## (f) An angle that attains the bound

Task: show that θ* = arg(−A + iB)/4 gives gain A + R.

Solution: for z = −A + iB the modulus is R and 4θ* = arg z. The polar form |z| cos(arg z) = Re z, |z| sin(arg z) = Im z is the pair of conditions in (e). In Lean, `hx` identifies the angle, `hn` the modulus, and `key` is the polar form, with z = 0 handled separately because both sides are then zero.

```lean
/-- At a quarter of the polar angle of (-A, B) the gain equals A + √(A² + B²). -/
theorem gain_optAngle (a b d : ι → ℝ) :
    gain a b d (optAngle (coefA a b d) (coefB a b d)) =
      coefA a b d + Real.sqrt (coefA a b d ^ 2 + coefB a b d ^ 2) := by
  rw [gain_eq_max_iff]
  generalize coefA a b d = A
  generalize coefB a b d = B
  have hx : 4 * optAngle A B = Complex.arg ⟨-A, B⟩ := by
    unfold optAngle
    ring
  have h2 : ‖(⟨-A, B⟩ : ℂ)‖ ^ 2 = A ^ 2 + B ^ 2 := by
    rw [Complex.sq_norm, Complex.normSq_mk]
    ring
  have hn : Real.sqrt (A ^ 2 + B ^ 2) = ‖(⟨-A, B⟩ : ℂ)‖ := by
    rw [← h2, Real.sqrt_sq (norm_nonneg _)]
  -- polar form of a point of the plane
  have key : ∀ z : ℂ, ‖z‖ * Real.cos (Complex.arg z) = z.re ∧
      ‖z‖ * Real.sin (Complex.arg z) = z.im := by
    intro z
    by_cases hz : z = 0
    · simp [hz]
    · have hne : ‖z‖ ≠ 0 := norm_ne_zero_iff.mpr hz
      rw [Complex.cos_arg hz, Complex.sin_arg]
      constructor <;> field_simp
  rw [hx, hn]
  exact key ⟨-A, B⟩
```

## (g) The maximal gain

Task: show that A + R is the greatest value of the gain over all real θ.

Solution: it is a value by (f) and an upper bound by (d). `IsGreatest (Set.range (gain a b d))` is the conjunction of these two statements, and the proof supplies `gain_optAngle` and `gain_le`.

```lean
/-- The greatest gain over all mixing angles is A + √(A² + B²). -/
theorem max_gain (a b d : ι → ℝ) :
    IsGreatest (Set.range (gain a b d))
      (coefA a b d + Real.sqrt (coefA a b d ^ 2 + coefB a b d ^ 2)) := by
  refine ⟨⟨_, gain_optAngle a b d⟩, ?_⟩
  rintro _ ⟨θ, rfl⟩
  exact gain_le a b d θ
```

## (h) The derivative

Task: differentiate the gain with respect to θ.

Solution: from (c),

d gain/dθ = 4A sin 4θ + 4B cos 4θ,

which is 4B at θ = 0. `HasDerivAt` says that the gain is differentiable at θ with this derivative. The proof replaces the gain by the formula (`e`) and applies the chain rule to the inner function 4θ (`h4`).

```lean
/-- The derivative of the gain with respect to the mixing angle is
4A sin 4θ + 4B cos 4θ. -/
theorem gain_hasDerivAt (a b d : ι → ℝ) (θ : ℝ) :
    HasDerivAt (gain a b d)
      (4 * coefA a b d * Real.sin (4 * θ) + 4 * coefB a b d * Real.cos (4 * θ)) θ := by
  have e : gain a b d = fun x =>
      coefA a b d * (1 - Real.cos (4 * x)) + coefB a b d * Real.sin (4 * x) :=
    funext (gain_formula a b d)
  have h4 : HasDerivAt (fun x : ℝ => 4 * x) 4 θ := by
    simpa using (hasDerivAt_id θ).const_mul (4 : ℝ)
  have h := ((h4.cos.const_sub 1).const_mul (coefA a b d)).fun_add
    (h4.sin.const_mul (coefB a b d))
  rw [e]
  exact h.congr_deriv (by ring)
```

## (i) When a pair cannot be improved

Task: show that gain(θ) ≤ 0 for all θ if and only if B = 0 and A ≤ 0.

Solution: if no angle gains, then A + R ≤ 0 by (f). Since R ≥ 0, A ≤ 0, so R − A ≥ 0 and

B² = R² − A² = (R − A)(R + A) ≤ 0,

which forces B = 0. Conversely, for B = 0 the gain is A(1 − cos 4θ), a product of a non-positive and a non-negative number. The product (R − A)(R + A) enters as `hm`, and the converse uses `Real.cos_le_one`. A vanishing derivative at θ = 0 is therefore not sufficient: for B = 0 and A > 0, formula (c) gives the gain 2A at θ = π/4.

```lean
/-- No mixing angle increases the localisation functional if and only if B = 0 and
A ≤ 0. -/
theorem optimal_iff (a b d : ι → ℝ) :
    (∀ θ, gain a b d θ ≤ 0) ↔ coefB a b d = 0 ∧ coefA a b d ≤ 0 := by
  constructor
  · intro h
    have h1 := h (optAngle (coefA a b d) (coefB a b d))
    rw [gain_optAngle] at h1
    have hR : Real.sqrt (coefA a b d ^ 2 + coefB a b d ^ 2) ^ 2 =
        coefA a b d ^ 2 + coefB a b d ^ 2 := Real.sq_sqrt (by positivity)
    have h0 := Real.sqrt_nonneg (coefA a b d ^ 2 + coefB a b d ^ 2)
    generalize Real.sqrt (coefA a b d ^ 2 + coefB a b d ^ 2) = R at h1 hR h0
    have hA : coefA a b d ≤ 0 := by linarith
    -- B² = (R - A)(R + A) cannot be positive
    have hm := mul_nonneg (show 0 ≤ R - coefA a b d by linarith)
      (show 0 ≤ -(coefA a b d + R) by linarith)
    have hB : coefB a b d ^ 2 = 0 := le_antisymm (by nlinarith) (sq_nonneg _)
    exact ⟨(pow_eq_zero_iff two_ne_zero).mp hB, hA⟩
  · rintro ⟨hB, hA⟩ θ
    rw [gain_formula, hB]
    nlinarith [mul_nonneg (neg_nonneg.mpr hA) (sub_nonneg.mpr (Real.cos_le_one (4 * θ)))]
```

## (j) A step among many orbitals

Task: for symmetric matrices Oₖ (`hO`), arbitrary coefficient vectors and p ≠ q (`hpq`), show that mixing p and q changes the full functional by the gain built from aₖ = cₚᵀOₖcₚ, bₖ = cₚᵀOₖc_q, dₖ = c_qᵀOₖc_q.

Solution: orbitals other than p and q keep their diagonal elements, so only two terms per operator change. By bilinearity,

cₚ'ᵀO cₚ' = a cos²θ + (cₚᵀO c_q + c_qᵀO cₚ) sin θ cos θ + d sin²θ,

and symmetry turns the bracket into 2b, which is M'₁₁ of (a). The element qq gives M'₂₂ in the same way. In Lean `hs` removes the unchanged orbitals, `hsym` equates the two off-diagonal elements, and `epp`, `eqq` are the bilinear expansions compared with `mixed_diag`.

Both hypotheses are needed. For the single matrix with rows (0, 1) and (0, 0), the unit orbitals and θ = π/4, the new diagonal elements are ±1/2 and the change is 1/2, while a = d = 0, b = 1 gives gain 2. For p = q, one orbital c = 1 and O = 1, `mixPair` at π/4 scales the orbital by √2 and the change is 3, while a = b = d = 1 gives gain 2.

With this identity, (c) to (i) describe one pair rotation of the full functional. Complex orbitals, functionals with other powers of the diagonal elements, and global maxima over all orbital rotations are not covered. That the mixing preserves orthonormality, and that among orthonormal sets spanning the same space (where the sum of the ⟨r²⟩ values is fixed) a larger Boys sum means a smaller total spread, are facts taken from the physics and left unproved in this file.

```lean
/-- For any number of orbitals and symmetric operator matrices, mixing orbitals p ≠ q
changes the full functional by the two-orbital gain built from the pp, pq and qq elements. -/
theorem jacobi_step {n m : Type*} [Fintype n] [DecidableEq n] [Fintype m]
    (O : ι → Matrix m m ℝ) (hO : ∀ k, (O k).IsSymm) (c : n → m → ℝ) {p q : n}
    (hpq : p ≠ q) (θ : ℝ) :
    diagSq (fun k => moMatrix (O k) (mixPair p q θ c)) - diagSq (fun k => moMatrix (O k) c) =
      gain (fun k => moMatrix (O k) c p p) (fun k => moMatrix (O k) c p q)
        (fun k => moMatrix (O k) c q q) θ := by
  simp only [gain, diagSq, Fin.sum_univ_two]
  rw [← Finset.sum_sub_distrib, ← Finset.sum_sub_distrib]
  refine Finset.sum_congr rfl fun k _ => ?_
  have h := Real.sin_sq_add_cos_sq θ
  -- only the diagonal elements of p and q change
  have hs : ∑ i, (moMatrix (O k) (mixPair p q θ c) i i ^ 2 - moMatrix (O k) c i i ^ 2) =
      (moMatrix (O k) (mixPair p q θ c) p p ^ 2 - moMatrix (O k) c p p ^ 2) +
        (moMatrix (O k) (mixPair p q θ c) q q ^ 2 - moMatrix (O k) c q q ^ 2) :=
    Fintype.sum_eq_add p q hpq (by
      intro i hi
      have hi' : mixPair p q θ c i = c i := by simp [mixPair, hi.1, hi.2]
      simp only [moMatrix, Matrix.of_apply, hi', sub_self])
  have hp : mixPair p q θ c p = Real.cos θ • c p + Real.sin θ • c q := by simp [mixPair]
  have hq : mixPair p q θ c q = (-Real.sin θ) • c p + Real.cos θ • c q := by
    simp [mixPair, hpq.symm]
  -- symmetry of the operator equates the two off-diagonal elements
  have hsym : c q ⬝ᵥ O k *ᵥ c p = c p ⬝ᵥ O k *ᵥ c q := by
    rw [Matrix.dotProduct_mulVec (c q) (O k) (c p), ← Matrix.mulVec_transpose, (hO k).eq]
    exact dotProduct_comm _ _
  have epp : moMatrix (O k) (mixPair p q θ c) p p = mixed θ (symBlock (moMatrix (O k) c p p)
      (moMatrix (O k) c p q) (moMatrix (O k) c q q)) 0 0 := by
    rw [(mixed_diag θ _ _ _).1]
    simp only [moMatrix, Matrix.of_apply, hp, Matrix.mulVec_add, Matrix.mulVec_smul,
      add_dotProduct, dotProduct_add, smul_dotProduct, dotProduct_smul, smul_eq_mul, hsym,
      Real.cos_two_mul, Real.sin_two_mul]
    linear_combination (c q ⬝ᵥ O k *ᵥ c q) * h
  have eqq : moMatrix (O k) (mixPair p q θ c) q q = mixed θ (symBlock (moMatrix (O k) c p p)
      (moMatrix (O k) c p q) (moMatrix (O k) c q q)) 1 1 := by
    rw [(mixed_diag θ _ _ _).2]
    simp only [moMatrix, Matrix.of_apply, hq, Matrix.mulVec_add, Matrix.mulVec_smul,
      add_dotProduct, dotProduct_add, smul_dotProduct, dotProduct_smul, smul_eq_mul, hsym,
      Real.cos_two_mul, Real.sin_two_mul]
    linear_combination (c p ⬝ᵥ O k *ᵥ c p) * h
  have s00 : ∀ x y z : ℝ, symBlock x y z 0 0 = x := by
    intro x y z
    simp [symBlock]
  have s11 : ∀ x y z : ℝ, symBlock x y z 1 1 = z := by
    intro x y z
    simp [symBlock]
  rw [← Finset.sum_sub_distrib, hs, epp, eqq, s00, s11]
  ring
```

## (k) A worked case

Task: for one operator with a = d = 0, b = 1 and the two basis functions as orbitals, check symmetry and find the change at θ = π/4.

Solution: the new orbitals are (1, 1)/√2 and (−1, 1)/√2 with diagonal elements +1 and −1, so the functional rises from 0 to 2. The formula agrees:

A = 1,  B = 0,  A(1 − cos π) + B sin π = 2.

The index type `Unit` provides the single operator. The proof checks symmetry entry by entry, applies `jacobi_step` and `gain_formula`, and evaluates at 4θ = π.

```lean
/-- The operator matrix with zero diagonal and unit off-diagonal element is symmetric, and
mixing the two basis orbitals by π/4 raises its functional by 2. -/
theorem jacobi_step_witness :
    (symBlock 0 1 0).IsSymm ∧
      diagSq (fun _ : Unit =>
          moMatrix (symBlock 0 1 0) (mixPair 0 1 (Real.pi / 4) unitOrbitals)) -
        diagSq (fun _ : Unit => moMatrix (symBlock 0 1 0) unitOrbitals) = 2 := by
  have hs : (symBlock 0 1 0).IsSymm := by
    unfold Matrix.IsSymm
    ext i j
    fin_cases i <;> fin_cases j <;> simp [symBlock]
  refine ⟨hs, ?_⟩
  refine (jacobi_step (fun _ : Unit => symBlock 0 1 0) (fun _ => hs) unitOrbitals
    (by decide : (0 : Fin 2) ≠ 1) (Real.pi / 4)).trans ?_
  rw [gain_formula, show 4 * (Real.pi / 4) = Real.pi by ring]
  simp [coefA, coefB, moMatrix, symBlock, unitOrbitals, dotProduct, Matrix.mulVec,
    Fin.sum_univ_two]
  norm_num

end

end JacobiLocalisation
```

```lean
#print axioms JacobiLocalisation.max_gain
#print axioms JacobiLocalisation.gain_hasDerivAt
#print axioms JacobiLocalisation.optimal_iff
#print axioms JacobiLocalisation.jacobi_step
```

```
'JacobiLocalisation.max_gain' depends on axioms: [propext, Classical.choice, Quot.sound]
'JacobiLocalisation.gain_hasDerivAt' depends on axioms: [propext, Classical.choice, Quot.sound]
'JacobiLocalisation.optimal_iff' depends on axioms: [propext, Classical.choice, Quot.sound]
'JacobiLocalisation.jacobi_step' depends on axioms: [propext, Classical.choice, Quot.sound]
```
